# Among symmetric idempotent matrices of fixed trace, an eigenprojector is a local minimum of tr(DH) exactly when no empty level lies below an occupied one

Whether a density matrix is a local minimum depends on which neighbours it is compared with. Here the competitors are the real symmetric matrices $D$ with $D^2=D$ and $\mathrm{tr}\,D=N$, and idempotency holds exactly; it is not enforced by a penalty or a purification polynomial. A local minimum is a matrix whose energy is not undercut by any nearby matrix in that set.

## One condition for local and global minima

Let $H$ be a real symmetric matrix with orthonormal eigenvectors $u_k$ and energies $e_k$, in any order. For a set $S$ of occupied levels, put
$$P_S=\sum_{k\in S}u_ku_k^{T},\qquad E(D)=\mathrm{tr}(DH),\qquad N=|S|.$$

Every $P_S$ is admissible and commutes with $H$. If $i\in S$ and $a\notin S$, replacing $u_i$ by $\cos t\,u_i+\sin t\,u_a$ gives another admissible matrix $D(t)$, with
$$E(D(t))-E(P_S)=\sin^2 t\,(e_a-e_i).$$

The following are equivalent: $P_S$ is a local minimum; $P_S$ is a global minimum; $e_i\le e_a$ for all $i\in S$, $a\notin S$. Equality is allowed, so a degenerate level may be partly filled, and the minimum need not be unique.

## When a vanishing commutator is the convergence test

A density-matrix minimiser may stop when $[D,H]$ is small. Every eigenprojector passes that test, including those with an electron above a hole. For a fixed, non-interacting Hamiltonian and exact idempotency, the theorem says that such excited projectors are not local minima. The rotation formula supplies the way down: at $t=0$ its slope is zero and its curvature is $2(e_a-e_i)$, which is negative when the empty level is lower. A gradient step in the orbital-rotation angles, started exactly there, does not move, whereas rotating an occupied orbital towards a lower empty one by any angle with $\sin t\ne0$ lowers the energy.

## From a single rotation to the global bound

**Energy and admissibility.** For real orbitals $v_k$, $\mathrm{tr}(v_kv_k^TH)=v_k\cdot Hv_k$, so the energy of $D=\sum_{k\in S}v_kv_k^T$ is the sum of these expectation values. If the occupied $v_k$ are orthonormal, then $D$ is symmetric,
$$D^2=\sum_{j,k\in S}v_j(v_j\cdot v_k)v_k^T=D,\qquad \mathrm{tr}\,D=\sum_{k\in S}v_k\cdot v_k=N.$$
For eigenvectors, $Hu_ku_k^T=e_ku_ku_k^T$. Its transpose is $u_ku_k^TH=e_ku_ku_k^T$, and summing over $S$ gives $HP_S=P_SH$.

**Rotation.** Let $w=\cos t\,u_i+\sin t\,u_a$. Then $w\cdot w=1$, and $w$ is orthogonal to the other occupied orbitals because $a\notin S$. The cross terms in $w\cdot Hw$ vanish, so
$$w\cdot Hw-e_i=\cos^2t\,e_i+\sin^2t\,e_a-e_i=\sin^2t\,(e_a-e_i).$$
If $e_a<e_i$, this is negative for every small $t\ne0$. Since $D(t)$ is continuous and $D(0)=P_S$, there are lower-energy admissible matrices arbitrarily close to $P_S$.

**Global bound.** Suppose no empty level lies below an occupied one. For any admissible $D$, let $d_k=u_k\cdot Du_k$. Symmetry and idempotency give
$$d_k=|Du_k|^2\ge0,\qquad 1-d_k=|u_k-Du_k|^2\ge0.$$
Taking traces in the eigenbasis gives $\sum_kd_k=N$ and $E(D)=\sum_ke_kd_k$. Let $\mu$ be the highest occupied energy or, if $S$ is empty, any lower bound on the levels. Then
$$e_k-\mu\le(e_k-\mu)d_k\quad(k\in S),\qquad 0\le(e_k-\mu)d_k\quad(k\notin S).$$
The first holds because $e_k-\mu\le0$ and $d_k\le1$, the second because both factors are non-negative. Summing over all $k$ gives $\sum_{k\in S}e_k-\mu N\le E(D)-\mu N$, hence $E(P_S)\le E(D)$. A global minimum is also a local one, which closes the equivalence.

**Two levels in numbers.** Take
$$H=\begin{pmatrix}16&-12\\-12&9\end{pmatrix},\quad u_0=\tfrac15(3,4),\quad u_1=\tfrac15(-4,3),$$
with $e_0=0$ and $e_1=25$. Occupy only $u_1$, so the energy is 25. With $\cos t=4/5$ and $\sin t=3/5$, the rotated orbital is $w=\tfrac1{25}(-7,24)$. Then $Hw=(-16,12)$ and $w\cdot Hw=16$. The formula gives the same change, $\tfrac9{25}(0-25)=-9$.

## The Lean file and its central step

```lean
import Mathlib

open Matrix Topology Filter

namespace DensityMatrixLandscape

variable {n : Type*} [Fintype n] [DecidableEq n]

/-- The real symmetric Hamiltonian `H` has the orthonormal eigenvectors `u k` with energies `e k`. -/
structure IsEigenbasis (H : Matrix n n ℝ) (u : n → n → ℝ) (e : n → ℝ) : Prop where
  sym : Hᵀ = H
  ortho : ∀ j k, u j ⬝ᵥ u k = if j = k then 1 else 0
  eig : ∀ k, H *ᵥ u k = e k • u k

/-- The density matrix of the orbitals `v k` with `k` in the occupied set `S`. -/
def density (v : n → n → ℝ) (S : Finset n) : Matrix n n ℝ :=
  ∑ k ∈ S, vecMulVec (v k) (v k)

/-- The energy `tr (D H)` of a density matrix `D`. -/
def energy (H D : Matrix n n ℝ) : ℝ := (D * H).trace

/-- The symmetric idempotent matrices of trace `N`. -/
def admissible (N : ℕ) : Set (Matrix n n ℝ) :=
  {D | Dᵀ = D ∧ D * D = D ∧ D.trace = N}

/-- The orbitals after replacing `u i` by `cos t u i + sin t u a`. -/
noncomputable def rotate (u : n → n → ℝ) (i a : n) (t : ℝ) : n → n → ℝ :=
  fun k => if k = i then Real.cos t • u i + Real.sin t • u a else u k

/-- No level outside `S` lies below a level in `S`. -/
def IsAufbau (e : n → ℝ) (S : Finset n) : Prop := ∀ i ∈ S, ∀ a ∉ S, e i ≤ e a

omit [DecidableEq n] in
/-- The energy of a density matrix built from orbitals is the sum of their expectation values. -/
theorem energy_density (H : Matrix n n ℝ) (v : n → n → ℝ) (S : Finset n) :
    energy H (density v S) = ∑ k ∈ S, v k ⬝ᵥ H *ᵥ v k := by
  unfold energy density
  rw [Finset.sum_mul, Matrix.trace_sum]
  refine Finset.sum_congr rfl fun k _ => ?_
  simp only [Matrix.trace, Matrix.diag_apply, Matrix.mul_apply, vecMulVec_apply, dotProduct,
    Matrix.mulVec, Finset.mul_sum]
  rw [Finset.sum_comm]
  refine Finset.sum_congr rfl fun x _ => Finset.sum_congr rfl fun y _ => ?_
  ring

/-- Orthonormal occupied orbitals give a symmetric idempotent density matrix whose trace is the
number of occupied orbitals. -/
theorem density_mem {v : n → n → ℝ} {S : Finset n}
    (h : ∀ j ∈ S, ∀ k ∈ S, v j ⬝ᵥ v k = if j = k then 1 else 0) :
    density v S ∈ admissible S.card := by
  have hmul : ∀ a b c d : n → ℝ,
      vecMulVec a b * vecMulVec c d = (b ⬝ᵥ c) • vecMulVec a d := by
    intro a b c d
    ext x y
    simp only [Matrix.mul_apply, vecMulVec_apply, Matrix.smul_apply, smul_eq_mul, dotProduct,
      Finset.sum_mul]
    refine Finset.sum_congr rfl fun z _ => ?_
    ring
  refine ⟨?_, ?_, ?_⟩
  · ext x y
    simp [density, Matrix.sum_apply, vecMulVec_apply, mul_comm]
  · unfold density
    rw [Finset.sum_mul]
    refine Finset.sum_congr rfl fun j hj => ?_
    rw [Finset.mul_sum, Finset.sum_eq_single j]
    · rw [hmul, h j hj j hj, if_pos rfl, one_smul]
    · intro k hk hkj
      rw [hmul, h j hj k hk, if_neg hkj.symm, zero_smul]
    · exact fun hn => absurd hj hn
  · have ht := energy_density 1 v S
    simp only [energy, mul_one, Matrix.one_mulVec] at ht
    rw [ht, Finset.sum_congr rfl fun k hk => (h k hk k hk).trans (if_pos rfl)]
    simp

/-- The projector on any set of eigenvectors commutes with the Hamiltonian. -/
theorem density_commute {H : Matrix n n ℝ} {u : n → n → ℝ} {e : n → ℝ}
    (h : IsEigenbasis H u e) (S : Finset n) : density u S * H = H * density u S := by
  unfold density
  rw [Finset.sum_mul, Finset.mul_sum]
  refine Finset.sum_congr rfl fun k _ => ?_
  have h1 : H * vecMulVec (u k) (u k) = e k • vecMulVec (u k) (u k) := by
    ext x y
    have hx := congrFun (h.eig k) x
    simp only [Matrix.mulVec, dotProduct, Pi.smul_apply, smul_eq_mul] at hx
    simp only [Matrix.mul_apply, vecMulVec_apply, Matrix.smul_apply, smul_eq_mul, ← mul_assoc,
      ← Finset.sum_mul, hx]
  have ht : (vecMulVec (u k) (u k))ᵀ = vecMulVec (u k) (u k) := by
    ext x y
    simp [vecMulVec_apply, mul_comm]
  have h2 := congrArg Matrix.transpose h1
  rw [Matrix.transpose_mul, h.sym, Matrix.transpose_smul, ht] at h2
  rw [h1, h2]

/-- Rotating an occupied eigenvector towards an empty one keeps the density matrix admissible and
changes the energy by `sin² t (e a - e i)`. -/
theorem rotate_energy {H : Matrix n n ℝ} {u : n → n → ℝ} {e : n → ℝ}
    (h : IsEigenbasis H u e) {S : Finset n} {i a : n} (hi : i ∈ S) (ha : a ∉ S) (t : ℝ) :
    density (rotate u i a t) S ∈ admissible S.card ∧
    energy H (density (rotate u i a t) S) - energy H (density u S)
      = Real.sin t ^ 2 * (e a - e i) := by
  have hia : i ≠ a := fun q => ha (q ▸ hi)
  have hr : rotate u i a t i = Real.cos t • u i + Real.sin t • u a := if_pos rfl
  have ho : ∀ k, k ≠ i → rotate u i a t k = u k := fun k hk => if_neg hk
  constructor
  · refine density_mem fun j hj k hk => ?_
    have hja : j ≠ a := fun q => ha (q ▸ hj)
    have hka : a ≠ k := fun q => ha (q.symm ▸ hk)
    by_cases hji : j = i <;> by_cases hki : k = i
    · rw [hji, hki, hr, if_pos rfl]
      simp only [add_dotProduct, dotProduct_add, smul_dotProduct, dotProduct_smul, h.ortho,
        hia, hia.symm, ↓reduceIte, smul_eq_mul]
      linear_combination Real.sin_sq_add_cos_sq t
    · rw [hji, hr, ho k hki, add_dotProduct, smul_dotProduct, smul_dotProduct, h.ortho,
        h.ortho, if_neg (Ne.symm hki), if_neg hka]
      simp
    · rw [hki, hr, ho j hji, dotProduct_add, dotProduct_smul, dotProduct_smul, h.ortho,
        h.ortho, if_neg hji, if_neg hja]
      simp
    · rw [ho j hji, ho k hki, h.ortho]
  · -- only the rotated orbital contributes to the difference
    rw [energy_density, energy_density, ← Finset.sum_sub_distrib, Finset.sum_eq_single i]
    · rw [hr, Matrix.mulVec_add, Matrix.mulVec_smul, Matrix.mulVec_smul, h.eig, h.eig]
      simp only [add_dotProduct, dotProduct_add, smul_dotProduct, dotProduct_smul, h.ortho,
        hia, hia.symm, ↓reduceIte, smul_eq_mul]
      linear_combination e i * Real.sin_sq_add_cos_sq t
    · intro k _ hk
      rw [ho k hk, sub_self]
    · exact fun hn => absurd hi hn

/-- The trace of any matrix is the sum of its expectation values in the eigenbasis. -/
theorem trace_eq_sum {H : Matrix n n ℝ} {u : n → n → ℝ} {e : n → ℝ}
    (h : IsEigenbasis H u e) (A : Matrix n n ℝ) : A.trace = ∑ k, u k ⬝ᵥ A *ᵥ u k := by
  have h1 : Matrix.of u * (Matrix.of u)ᵀ = 1 := by
    ext j k
    rw [Matrix.mul_apply, Matrix.one_apply, ← h.ortho j k]
    rfl
  have h2 : (Matrix.of u)ᵀ * Matrix.of u = 1 := mul_eq_one_comm.mp h1
  have hU : density u Finset.univ = 1 := by
    rw [← h2]
    ext x y
    simp [density, Matrix.sum_apply, vecMulVec_apply, Matrix.mul_apply]
  have h3 := energy_density A u Finset.univ
  rw [hU] at h3
  simpa only [energy, one_mul] using h3

omit [DecidableEq n] in
/-- The expectation value of a symmetric idempotent matrix in a unit vector lies between
zero and one. -/
theorem occupation_bounds {D : Matrix n n ℝ} (hs : Dᵀ = D) (hD : D * D = D) {v : n → ℝ}
    (hv : v ⬝ᵥ v = 1) : 0 ≤ v ⬝ᵥ D *ᵥ v ∧ v ⬝ᵥ D *ᵥ v ≤ 1 := by
  have hq : (D *ᵥ v) ⬝ᵥ (D *ᵥ v) = v ⬝ᵥ D *ᵥ v := by
    rw [Matrix.dotProduct_mulVec (D *ᵥ v) D v, ← Matrix.mulVec_transpose, hs,
      Matrix.mulVec_mulVec, hD, dotProduct_comm]
  have hn : ∀ w : n → ℝ, 0 ≤ w ⬝ᵥ w := fun w => Finset.sum_nonneg fun x _ => mul_self_nonneg _
  have h1 := hn (D *ᵥ v)
  have h2 := hn (v - D *ᵥ v)
  rw [sub_dotProduct, dotProduct_sub, dotProduct_sub, hq, dotProduct_comm (D *ᵥ v) v, hv] at h2
  constructor <;> linarith

/-- If no empty level lies below an occupied one, the projector on the occupied levels has the
lowest energy among all symmetric idempotent matrices of the same trace. -/
theorem energy_le_of_aufbau {H : Matrix n n ℝ} {u : n → n → ℝ} {e : n → ℝ}
    (h : IsEigenbasis H u e) {S : Finset n} (hS : IsAufbau e S) {D : Matrix n n ℝ}
    (hD : D ∈ admissible S.card) : energy H (density u S) ≤ energy H D := by
  obtain ⟨hs, hi, htr⟩ := hD
  -- a threshold energy between occupied and empty levels
  obtain ⟨μ, hocc, hemp⟩ : ∃ μ, (∀ k ∈ S, e k ≤ μ) ∧ ∀ k ∉ S, μ ≤ e k := by
    rcases S.eq_empty_or_nonempty with h0 | h0
    · obtain ⟨μ, hμ⟩ := (Set.finite_range e).bddBelow
      exact ⟨μ, by simp [h0], fun k _ => hμ (Set.mem_range_self k)⟩
    · obtain ⟨m, hm, hmax⟩ := Finset.exists_max_image S e h0
      exact ⟨e m, hmax, hS m hm⟩
  have hP : energy H (density u S) = ∑ k ∈ S, e k := by
    rw [energy_density]
    refine Finset.sum_congr rfl fun k _ => ?_
    rw [h.eig, dotProduct_smul, h.ortho, if_pos rfl, smul_eq_mul, mul_one]
  have hE : energy H D = ∑ k, e k * (u k ⬝ᵥ D *ᵥ u k) := by
    unfold energy
    rw [trace_eq_sum h]
    refine Finset.sum_congr rfl fun k _ => ?_
    rw [← Matrix.mulVec_mulVec, h.eig, Matrix.mulVec_smul, dotProduct_smul, smul_eq_mul]
  rw [trace_eq_sum h] at htr
  have key : ∀ k, (if k ∈ S then e k - μ else 0) ≤ (e k - μ) * (u k ⬝ᵥ D *ᵥ u k) := by
    intro k
    obtain ⟨h0, h1⟩ := occupation_bounds hs hi ((h.ortho k k).trans (if_pos rfl))
    by_cases hk : k ∈ S
    · rw [if_pos hk]
      nlinarith [mul_nonneg (sub_nonneg.mpr (hocc k hk)) (sub_nonneg.mpr h1)]
    · rw [if_neg hk]
      exact mul_nonneg (sub_nonneg.mpr (hemp k hk)) h0
  have hsum := Finset.sum_le_sum fun k (_ : k ∈ Finset.univ) => key k
  simp only [Finset.sum_ite_mem, Finset.univ_inter, sub_mul, Finset.sum_sub_distrib,
    ← Finset.mul_sum, Finset.sum_const, nsmul_eq_mul, htr] at hsum
  rw [hP, hE]
  linarith

/-- Among symmetric idempotent matrices of fixed trace, the projector on a set of eigenvectors is
a local minimum of the energy exactly when no empty level lies below an occupied one, and it is a
global minimum under exactly the same condition. -/
theorem minimum_iff_aufbau {H : Matrix n n ℝ} {u : n → n → ℝ} {e : n → ℝ}
    (h : IsEigenbasis H u e) (S : Finset n) :
    (IsLocalMinOn (energy H) (admissible S.card) (density u S) ↔ IsAufbau e S) ∧
    (IsMinOn (energy H) (admissible S.card) (density u S) ↔ IsAufbau e S) := by
  have hglob : IsAufbau e S → IsMinOn (energy H) (admissible S.card) (density u S) :=
    fun hS => isMinOn_iff.mpr fun D hD => energy_le_of_aufbau h hS hD
  have hloc : IsLocalMinOn (energy H) (admissible S.card) (density u S) → IsAufbau e S := by
    intro hmin i hi a ha
    by_contra hlt
    -- follow the continuous path of rotated density matrices
    have hc : Continuous fun t => density (rotate u i a t) S := by
      unfold density
      refine continuous_finsetSum _ fun k _ => continuous_matrix fun x y => ?_
      by_cases hk : k = i <;>
        simp only [vecMulVec_apply, rotate, hk, ↓reduceIte, Pi.add_apply, Pi.smul_apply,
          smul_eq_mul] <;> fun_prop
    have h0 : rotate u i a 0 = u := by
      funext k
      by_cases hk : k = i <;> simp [rotate, hk]
    have hT : Tendsto (fun t => density (rotate u i a t) S) (𝓝 0)
        (𝓝[admissible S.card] (density u S)) :=
      tendsto_nhdsWithin_iff.mpr ⟨hc.tendsto' 0 _ (by rw [h0]),
        Eventually.of_forall fun t => (rotate_energy h hi ha t).1⟩
    have hev := hT.eventually (p := fun D => energy H (density u S) ≤ energy H D) hmin
    obtain ⟨ε, hε, hball⟩ := Metric.eventually_nhds_iff.mp hev
    have hpos : 0 < min (ε / 2) 1 := lt_min (by linarith) one_pos
    have hle := hball (y := min (ε / 2) 1) (by
      rw [Real.dist_eq, sub_zero, abs_of_pos hpos]
      linarith [min_le_left (ε / 2) 1])
    have hsin := Real.sin_pos_of_pos_of_le_one hpos (min_le_right _ _)
    have hrot := (rotate_energy h hi ha (min (ε / 2) 1)).2
    have hneg := mul_pos (pow_pos hsin 2) (sub_pos.mpr (not_le.mp hlt))
    linarith
  exact ⟨⟨hloc, fun hS => (hglob hS).localize⟩, ⟨fun hm => hloc hm.localize, hglob⟩⟩

/-- A coupled two-level Hamiltonian with energies 0 and 25 and its orthonormal eigenvectors. -/
theorem isEigenbasis_witness :
    IsEigenbasis !![16, -12; -12, 9] ![![3 / 5, 4 / 5], ![-4 / 5, 3 / 5]] ![0, 25] := by
  refine ⟨?_, ?_, ?_⟩
  · ext i j
    fin_cases i <;> fin_cases j <;> simp
  · intro j k
    fin_cases j <;> fin_cases k <;> norm_num [dotProduct, Fin.sum_univ_succ]
  · intro k
    ext x
    fin_cases k <;> fin_cases x <;>
      norm_num [Matrix.mulVec, dotProduct, Fin.sum_univ_succ]

end DensityMatrixLandscape
```

```lean
#print axioms DensityMatrixLandscape.density_commute
#print axioms DensityMatrixLandscape.minimum_iff_aufbau
```

```
'DensityMatrixLandscape.density_commute' depends on axioms: [propext, Classical.choice, Quot.sound]
'DensityMatrixLandscape.minimum_iff_aufbau' depends on axioms: [propext, Classical.choice, Quot.sound]
```

The finite type `n` labels both basis functions and levels. `IsEigenbasis H u e` contains the symmetry of $H$, orthonormality and the eigenvalue equations. `density u S` is $P_S$, `energy H D` is $\mathrm{tr}(DH)$, and `admissible S.card` is the constraint set. `IsAufbau e S` is the ordering condition. `rotate` changes only orbital `i`; orbital `a` stays as it was, which is harmless because `a` is not in `S`.

`energy_density`, `density_mem` and `density_commute` carry out the first step of the derivation. `rotate_energy` checks orthonormality by cases, according to whether either orbital is the rotated one, and then isolates the single changed term in the energy. Both calculations finish with $\sin^2t+\cos^2t=1$.

For the global bound, `trace_eq_sum` supplies the trace in the eigenbasis and `occupation_bounds` the two squared norms. `energy_le_of_aufbau` chooses `μ`, proves the levelwise inequality `key` and sums it. `minimum_iff_aufbau` joins the two directions, and `isEigenbasis_witness` verifies the eigenbasis of the two-level example.

The device that turns the rotation formula into a statement about local minima is `Tendsto` into the filter `𝓝[admissible S.card] (density u S)`, the neighbourhoods of $P_S$ within the constraint set. `IsLocalMinOn` says that $E(P_S)\le E(D)$ holds eventually along this filter. The lemma `tendsto_nhdsWithin_iff` asks for two things: that the path tends to $P_S$, and that it stays admissible. `hT.eventually` then pulls the inequality back from matrices to the parameter $t$, where it must hold for $|t|<\varepsilon$. The choice $t=\min(\varepsilon/2,1)$ makes $\sin t$ positive, and the rotation formula contradicts the inequality.

## Fixed Hamiltonian, real orbitals, exact constraints

The equivalence holds for every finite size, including an empty or completely filled set of levels, and it needs no gap. The eigenbasis is a hypothesis; for a real symmetric matrix the spectral theorem provides one. The trace counts occupied orbitals, so a closed-shell code must add its spin factor.

The basis is orthonormal: a non-orthogonal one has to be transformed first, since the overlap matrix does not appear. Complex Hermitian Hamiltonians are not treated. $H$ does not depend on $D$, so the theorem does not describe the energy landscape of a self-consistent calculation.

Sparsity is absent as well. Truncating $D$ changes the set of competitors, and the rotated matrices may no longer belong to it. The same caution applies to functionals that relax idempotency during the search. The theorem classifies eigenprojectors as minima or not; it gives no convergence rate and does not show that a particular algorithm reaches the minimum.
